# Below two-photon resonance, a nonzero static hyperpolarizability of an undamped two-level system underestimates second-harmonic generation more than the Pockels effect

Take a two-level system with gap $w_0=4$ and light of frequency $w=1$, and set the dipole prefactor to 1. The hyperpolarizability is a sum of six inverse products of energy denominators. With static fields it is $6/16=0.375$. With one field oscillating (Pockels effect) it is $94/225\approx0.418$, and with both oscillating (second-harmonic generation) it is $8/15\approx0.533$. In the last case the output frequency $2w$ lowers one denominator from 4 to 2, whereas the smallest denominator in the Pockels case is 3. With all six terms counted, the excess over the static value is about 3.7 times the Pockels excess.

## Two sharp levels

The model assumes one excited state with no linewidth. In atomic units, $\mu$ is the transition dipole, $d$ the dipole change on excitation, $w_1,w_2$ are the input frequencies and $s=w_1+w_2$ is the output frequency. `beta` is the diagonal component of $\beta(-s;w_1,w_2)$ along one axis, and $\mu$ and $d$ are dipole components along that axis, so all six terms share the prefactor $\mu^2d$. The convention is the one in which all processes have the same static limit. The sum is taken as given, not derived here from perturbation theory. Further states or damping would change the factors below.

In Lean 4 with Mathlib:

```lean
import Mathlib

open Filter Topology

namespace TwoLevelDispersion

noncomputable section

/-- Two-level sum over states for the hyperpolarizability at input frequencies `w1`, `w2` and
output frequency `w1 + w2`, in atomic units, with gap `w0`, transition dipole `μ` and dipole
change `d`. The domain is away from resonance: none of `w1`, `w2`, `w1 + w2` equals `±w0`,
and `w0` is positive. -/
def beta (μ d w0 w1 w2 : ℝ) : ℝ :=
  μ ^ 2 * d *
    (1 / ((w0 - (w1 + w2)) * (w0 - w1)) + 1 / ((w0 - (w1 + w2)) * (w0 - w2))
    + 1 / ((w0 + w1) * (w0 + (w1 + w2))) + 1 / ((w0 + w2) * (w0 + (w1 + w2)))
    + 1 / ((w0 + w1) * (w0 - w2)) + 1 / ((w0 + w2) * (w0 - w1)))
```

With $x=(w/w_0)^2$, the two dispersion factors are $S$ (`shgFactor`) and $P$ (`pockelsFactor`).

```lean
/-- Dispersion factor of second-harmonic generation as a function of `x = (w/w0)^2`,
for `x` different from `1` and `1/4`. -/
def shgFactor (x : ℝ) : ℝ := 1 / ((1 - x) * (1 - 4 * x))

/-- Dispersion factor of the Pockels effect as a function of `x = (w/w0)^2`,
for `x` different from `1`. -/
def pockelsFactor (x : ℝ) : ℝ := (1 - x / 3) / (1 - x) ^ 2
```

## All frequencies below the gap

The conditions $|w_1|,|w_2|,|s|<w_0$ keep the system below every resonance. By hand, they permit division by the denominators. Pairing the first term with the third, the second with the fourth, and the fifth with the sixth gives

$$\frac{2(w_0^2+w_1s)}{(w_0^2-s^2)(w_0^2-w_1^2)}+\frac{2(w_0^2+w_2s)}{(w_0^2-s^2)(w_0^2-w_2^2)}+\frac{2(w_0^2-w_1w_2)}{(w_0^2-w_1^2)(w_0^2-w_2^2)}.$$

Over the common denominator $D=(w_0^2-w_1^2)(w_0^2-w_2^2)(w_0^2-s^2)$, the terms without $w_0$ cancel because $s=w_1+w_2$. What remains is $2w_0^2(3w_0^2+w_1w_2-s^2)/D$. Dividing by the static sum $6/w_0^2$ gives

$$\frac{\beta(-s;w_1,w_2)}{\beta(0;0,0)}=\frac{w_0^4(3w_0^2+w_1w_2-s^2)}{3D}\qquad(\mu,d\neq0).$$

The theorem states this as a product, so it also holds for zero dipoles. Its proof turns the bounds into six nonzero denominators, then `field_simp` and `ring` do the algebra. That algebra needs only nonzero denominators and $w_0\ne0$; at a resonance the sum has a pole.

```lean
/-- When both input frequencies and their sum lie below the gap in magnitude, the two-level
hyperpolarizability is its static value times a single rational dispersion factor. -/
theorem beta_eq_static_mul (μ d : ℝ) {w0 w1 w2 : ℝ}
    (h1 : |w1| < w0) (h2 : |w2| < w0) (h3 : |w1 + w2| < w0) :
    beta μ d w0 w1 w2 = beta μ d w0 0 0 *
      (w0 ^ 4 * (3 * w0 ^ 2 + w1 * w2 - (w1 + w2) ^ 2) /
        (3 * ((w0 ^ 2 - w1 ^ 2) * (w0 ^ 2 - w2 ^ 2) * (w0 ^ 2 - (w1 + w2) ^ 2)))) := by
  have h0 : w0 ≠ 0 := (lt_of_le_of_lt (abs_nonneg w1) h1).ne'
  obtain ⟨a1, b1⟩ := abs_lt.mp h1
  obtain ⟨a2, b2⟩ := abs_lt.mp h2
  obtain ⟨a3, b3⟩ := abs_lt.mp h3
  -- none of the six energy denominators vanishes
  have p1 : w0 + w1 ≠ 0 := (by linarith : 0 < w0 + w1).ne'
  have m1 : w0 - w1 ≠ 0 := (by linarith : 0 < w0 - w1).ne'
  have p2 : w0 + w2 ≠ 0 := (by linarith : 0 < w0 + w2).ne'
  have m2 : w0 - w2 ≠ 0 := (by linarith : 0 < w0 - w2).ne'
  have p3 : w0 + (w1 + w2) ≠ 0 := (by linarith : 0 < w0 + (w1 + w2)).ne'
  have m3 : w0 - (w1 + w2) ≠ 0 := (by linarith : 0 < w0 - (w1 + w2)).ne'
  rw [sq_sub_sq w0 w1, sq_sub_sq w0 w2, sq_sub_sq w0 (w1 + w2)]
  simp only [beta, add_zero, sub_zero]
  field_simp
  ring
```

For $w_1=w_2=w$, the numerator bracket is $3(w_0^2-w^2)$ and cancels one resonant factor, leaving

$$S=\frac{1}{(1-x)(1-4x)}.$$

The proof does this through `e3`. The condition $2w<w_0$ keeps the second harmonic below the gap.

```lean
/-- For a frequency `w` with `0 ≤ 2w < w0`, the second-harmonic hyperpolarizability is the
static one times the second-harmonic dispersion factor. -/
theorem beta_shg (μ d : ℝ) {w0 w : ℝ} (hw : 0 ≤ w) (h : 2 * w < w0) :
    beta μ d w0 w w = beta μ d w0 0 0 * shgFactor ((w / w0) ^ 2) := by
  have h0 : w0 ≠ 0 := (by linarith : 0 < w0).ne'
  have hA : w0 ^ 2 - w ^ 2 ≠ 0 := (by nlinarith : 0 < w0 ^ 2 - w ^ 2).ne'
  have hB : w0 ^ 2 - (w + w) ^ 2 ≠ 0 := (by nlinarith : 0 < w0 ^ 2 - (w + w) ^ 2).ne'
  have e1 : 1 - (w / w0) ^ 2 = (w0 ^ 2 - w ^ 2) / w0 ^ 2 := by field_simp
  have e2 : 1 - 4 * (w / w0) ^ 2 = (w0 ^ 2 - (w + w) ^ 2) / w0 ^ 2 := by
    field_simp
    ring
  have e3 : 3 * w0 ^ 2 + w * w - (w + w) ^ 2 = 3 * (w0 ^ 2 - w ^ 2) := by ring
  have hs : |w| < w0 := abs_lt.mpr ⟨by linarith, by linarith⟩
  rw [beta_eq_static_mul μ d hs hs (abs_lt.mpr ⟨by linarith, by linarith⟩)]
  congr 1
  -- one resonant factor cancels between numerator and denominator
  rw [shgFactor, e1, e2, e3]
  generalize w0 ^ 2 - w ^ 2 = A at *
  generalize w0 ^ 2 - (w + w) ^ 2 = B at *
  field_simp
```

For $w_2=0$, the bracket is $3w_0^2-w^2$ and $D=w_0^2(w_0^2-w^2)^2$, so

$$P=\frac{1-x/3}{(1-x)^2}.$$

Here $w<w_0$ is enough, since no doubled frequency occurs.

```lean
/-- For a frequency `w` with `0 ≤ w < w0` and a second, static field, the hyperpolarizability
is the fully static one times the Pockels dispersion factor. -/
theorem beta_pockels (μ d : ℝ) {w0 w : ℝ} (hw : 0 ≤ w) (h : w < w0) :
    beta μ d w0 w 0 = beta μ d w0 0 0 * pockelsFactor ((w / w0) ^ 2) := by
  have hp : 0 < w0 := by linarith
  have h0 : w0 ≠ 0 := hp.ne'
  have hA : w0 ^ 2 - w ^ 2 ≠ 0 := (by nlinarith : 0 < w0 ^ 2 - w ^ 2).ne'
  have e1 : 1 - (w / w0) ^ 2 = (w0 ^ 2 - w ^ 2) / w0 ^ 2 := by field_simp
  have e2 : 1 - (w / w0) ^ 2 / 3 = (3 * w0 ^ 2 - w ^ 2) / (3 * w0 ^ 2) := by
    field_simp
  have hs : |w| < w0 := abs_lt.mpr ⟨by linarith, h⟩
  rw [beta_eq_static_mul μ d hs (by simpa using hp) (by simpa using hs)]
  congr 1
  rw [pockelsFactor, e1, e2]
  simp only [mul_zero, add_zero, ne_eq, OfNat.ofNat_ne_zero, not_false_eq_true, zero_pow,
    sub_zero]
  generalize w0 ^ 2 - w ^ 2 = A at *
  field_simp
```

## Light on, two-photon resonance not reached: $0<x<1/4$

The upper bound makes $1-x$ and $1-4x$ positive, so subtraction settles the order:

$$P-1=\frac{x(5-3x)}{3(1-x)^2}>0,\qquad S-P=\frac{x(10-4x)}{3(1-x)^2(1-4x)}>0.$$

The proof clears the positive denominators and gives `nlinarith` the positive products it needs. Past the two-photon resonance the order can fail: at $x=1/2$, $S=-2$ while $P=10/3$.

```lean
/-- For `0 < x < 1/4` both dispersion factors exceed one, and that of second-harmonic
generation is the larger. -/
theorem factor_order {x : ℝ} (hx : 0 < x) (h : x < 1 / 4) :
    1 < pockelsFactor x ∧ pockelsFactor x < shgFactor x := by
  have h1 : 0 < 1 - x := by linarith
  have h4 : 0 < 1 - 4 * x := by linarith
  unfold pockelsFactor shgFactor
  constructor
  · rw [lt_div_iff₀ (pow_pos h1 2)]
    nlinarith [mul_pos hx h1]
  · rw [div_lt_div_iff₀ (pow_pos h1 2) (mul_pos h1 h4)]
    nlinarith [mul_pos (mul_pos hx h1) (by linarith : 0 < 10 - 4 * x)]
```

Also $S-1=x(5-4x)/((1-x)(1-4x))$. The lower bound $x>0$ lets $x$ cancel in the ratio of excesses:

$$\frac{S-1}{P-1}=\frac{3(5-4x)(1-x)}{(5-3x)(1-4x)}.$$

At $x=0$ both factors equal 1 and there is no excess to compare.

```lean
/-- Closed form, for `0 < x < 1/4`, of the ratio of the two dispersion excesses over the
static limit. -/
theorem excess_ratio {x : ℝ} (hx : 0 < x) (h : x < 1 / 4) :
    (shgFactor x - 1) / (pockelsFactor x - 1) =
      3 * ((5 - 4 * x) * (1 - x)) / ((5 - 3 * x) * (1 - 4 * x)) := by
  have h0 : x ≠ 0 := hx.ne'
  have h1 : 1 - x ≠ 0 := (by linarith : 0 < 1 - x).ne'
  have h4 : 1 - 4 * x ≠ 0 := (by linarith : 0 < 1 - 4 * x).ne'
  have h5 : 5 - 3 * x ≠ 0 := (by linarith : 0 < 5 - 3 * x).ne'
  -- both excesses contain a factor x, which cancels in the ratio
  have hS : shgFactor x - 1 = x * (5 - 4 * x) / ((1 - x) * (1 - 4 * x)) := by
    have hD := mul_ne_zero h1 h4
    rw [shgFactor, eq_div_iff hD]
    linear_combination div_mul_cancel₀ (1 : ℝ) hD
  have hP : pockelsFactor x - 1 = x * (5 - 3 * x) / (3 * (1 - x) ^ 2) := by
    unfold pockelsFactor
    field_simp
    ring
  rw [hS, hP]
  field_simp
```

Since $x$ is a square, it can approach zero only from the right, written `𝓝[>] 0`. The numerator tends to 15 and the denominator to 5, so the ratio tends to 3. `congr'` transfers this limit from the closed form to the original ratio, using their equality on $(0,1/4)$.

```lean
/-- As `x` tends to zero from above, the ratio of the second-harmonic excess to the Pockels
excess tends to three. -/
theorem excess_ratio_tendsto :
    Tendsto (fun x => (shgFactor x - 1) / (pockelsFactor x - 1)) (𝓝[>] 0) (𝓝 3) := by
  have hn : Tendsto (fun x : ℝ => 3 * ((5 - 4 * x) * (1 - x))) (𝓝 0) (𝓝 15) :=
    Continuous.tendsto' (by fun_prop) _ _ (by norm_num)
  have hd : Tendsto (fun x : ℝ => (5 - 3 * x) * (1 - 4 * x)) (𝓝 0) (𝓝 5) :=
    Continuous.tendsto' (by fun_prop) _ _ (by norm_num)
  have hl := (hn.div hd (by norm_num)).mono_left (nhdsWithin_le_nhds (s := Set.Ioi 0))
  rw [show (15 : ℝ) / 5 = 3 by norm_num] at hl
  refine hl.congr' ?_
  filter_upwards [Ioo_mem_nhdsGT (by norm_num : (0 : ℝ) < 1 / 4)] with x hx
  exact (excess_ratio hx.1 hx.2).symm
```

The ratio is above 3 throughout the interval, because

$$(5-4x)(1-x)-(5-3x)(1-4x)=x(14-8x)>0.$$

The proof multiplies out the positive denominators and uses this same product.

```lean
/-- For `0 < x < 1/4` the second-harmonic excess is more than three times the Pockels
excess. -/
theorem three_mul_excess_lt {x : ℝ} (hx : 0 < x) (h : x < 1 / 4) :
    3 * (pockelsFactor x - 1) < shgFactor x - 1 := by
  have hP : 0 < pockelsFactor x - 1 := by linarith [(factor_order hx h).1]
  rw [← lt_div_iff₀ hP, excess_ratio hx h,
    lt_div_iff₀ (mul_pos (by linarith) (by linarith))]
  nlinarith [mul_pos hx (by linarith : 0 < 14 - 8 * x)]
```

## An allowed transition that changes the dipole

The conditions $\mu\neq0$ and $d\neq0$ mean that, along the chosen axis, the transition is dipole-allowed and the two states have different dipoles. By hand, they make $|\beta(0;0,0)|=6\mu^2|d|/w_0^2$ positive, so multiplying the inequalities for $S$ and $P$ by it keeps them strict. In the proof this is `hb0`. If either dipole quantity vanishes, all three hyperpolarizabilities are zero and the strict inequalities fail. Absolute values admit either sign of $d$.

For $0<2w<w_0$ in this undamped two-level model, comparing a computed static value with a frequency-dependent one thus leaves an absolute dispersion error more than three times as large for second-harmonic generation as for the Pockels effect, provided $\mu$ and $d$ are nonzero.

```lean
/-- For nonzero transition dipole and dipole change and `0 < 2w < w0`, the static
hyperpolarizability is smaller in magnitude than the Pockels one, and this is smaller than the
second-harmonic one, whose excess over the static magnitude is more than three times the Pockels
excess. -/
theorem static_underestimates {μ d w0 w : ℝ} (hμ : μ ≠ 0) (hd : d ≠ 0)
    (hw : 0 < w) (h : 2 * w < w0) :
    |beta μ d w0 0 0| < |beta μ d w0 w 0| ∧ |beta μ d w0 w 0| < |beta μ d w0 w w| ∧
      3 * (|beta μ d w0 w 0| - |beta μ d w0 0 0|) <
        |beta μ d w0 w w| - |beta μ d w0 0 0| := by
  have hp : 0 < w0 := by linarith
  have hx : 0 < (w / w0) ^ 2 := by positivity
  have hx4 : (w / w0) ^ 2 < 1 / 4 := by
    rw [div_pow, div_lt_iff₀ (by positivity)]
    nlinarith
  obtain ⟨hP, hS⟩ := factor_order hx hx4
  have hE := three_mul_excess_lt hx hx4
  have hb : beta μ d w0 0 0 = 6 * μ ^ 2 * d / w0 ^ 2 := by
    simp only [beta, add_zero, sub_zero]
    ring
  have hb0 : 0 < |beta μ d w0 0 0| := by
    rw [hb]
    positivity
  -- all three magnitudes share the static value as a common factor
  rw [beta_shg μ d hw.le h, beta_pockels μ d hw.le (by linarith), abs_mul, abs_mul,
    abs_of_pos (by linarith : 0 < pockelsFactor ((w / w0) ^ 2)),
    abs_of_pos (by linarith : 0 < shgFactor ((w / w0) ^ 2))]
  refine ⟨?_, ?_, ?_⟩
  · nlinarith [mul_pos hb0 (sub_pos.mpr hP)]
  · nlinarith [mul_pos hb0 (sub_pos.mpr hS)]
  · nlinarith [mul_pos hb0 (sub_pos.mpr hE)]

end

end TwoLevelDispersion
```

```lean
#print axioms TwoLevelDispersion.excess_ratio_tendsto
#print axioms TwoLevelDispersion.static_underestimates
```

```
'TwoLevelDispersion.excess_ratio_tendsto' depends on axioms: [propext, Classical.choice, Quot.sound]
'TwoLevelDispersion.static_underestimates' depends on axioms: [propext, Classical.choice, Quot.sound]
```
